# Hotelling's iteration from 2I/(a+b) reaches a fixed residual in O(log(b/a)) steps for Hermitian matrices with spectrum in [a, b], 0 < a ≤ b

Suppose the overlap matrix \(S\) of a nearly linearly dependent basis has smallest eigenvalue \(a\) and largest eigenvalue \(b\), with \(a/b=10^{-6}\). An iterative inversion started from \(X_0=\frac{2}{a+b}I\) has an initial residual \(\|I-SX_0\|\) just below 1. After ten steps of Hotelling's iteration the residual is still about 0.998. Without a bound on the step count, this looks like stagnation, and a sound calculation may be abandoned. The bound below shows that, in exact arithmetic, 24 steps suffice for a residual of \(10^{-10}\).

The setting is a finite matrix \(S\), real symmetric or complex Hermitian, without rounding or sparse truncation. The norm \(\|\cdot\|\) is the spectral norm, which the `open scoped` line selects.

```lean
import Mathlib

open scoped Matrix.Norms.L2Operator

namespace HotellingInverse

noncomputable section
```

## Each step squares the residual

The iteration is
\[
X_{k+1}=X_k(2I-SX_k),
\]
where \(k\) counts completed steps. It needs only addition and multiplication, so `hotelling` is defined in an arbitrary ring, where `2` stands for \(2I\) in the matrix case.

```lean
/-- Hotelling's iteration `X ↦ X (2 - S X)` for the inverse of `S`, started from `X₀`. -/
def hotelling {A : Type*} [Ring A] (S X₀ : A) : ℕ → A
  | 0 => X₀
  | k + 1 => hotelling S X₀ k * (2 - S * hotelling S X₀ k)
```

Write \(R_k=I-SX_k\). Then
\[
R_{k+1}=I-2SX_k+SX_kSX_k=(I-SX_k)^2=R_k^2,
\]
and therefore \(R_k=R_0^{2^k}\). No commutation of \(S\) with \(X_k\) is used. The proof is an induction on \(k\), and `noncomm_ring` checks the expansion.

```lean
/-- Each Hotelling step squares the residual, so after `k` steps the initial residual
is raised to the power `2 ^ k`. -/
theorem one_sub_mul_hotelling {A : Type*} [Ring A] (S X₀ : A) (k : ℕ) :
    1 - S * hotelling S X₀ k = (1 - S * X₀) ^ (2 ^ k) := by
  induction k with
  | zero => simp [hotelling]
  | succ k ih =>
    rw [pow_succ 2 k, pow_mul, ← ih, hotelling]
    noncomm_ring
```

From here on, `𝕜` is \(\mathbb R\) or \(\mathbb C\), and `residual S a b k` is \(R_k\) for the start \(X_0=\frac{2}{a+b}I\).

```lean
variable {n 𝕜 : Type*} [Fintype n] [DecidableEq n] [RCLike 𝕜]

/-- The residual `I - S X_k` of Hotelling's iteration started from the scaled identity
`X_0 = (2 / (a + b)) I`, for `a + b ≠ 0`. -/
def residual (S : Matrix n n 𝕜) (a b : ℝ) (k : ℕ) : Matrix n n 𝕜 :=
  1 - S * hotelling S ((2 / (a + b)) • (1 : Matrix n n 𝕜)) k
```

## The residual norm is fixed by the eigenvalues

Let \(\lambda_i\) be the eigenvalues of \(S\), written `hS.eigenvalues i` in Lean, where `hS` states that \(S\) is Hermitian. Diagonalise \(S=U\Lambda U^\dagger\) with \(U\) unitary and \(\Lambda\) the diagonal matrix of the \(\lambda_i\). For real \(c\),
\[
I-cS=U(I-c\Lambda)U^\dagger,\qquad \|I-cS\|=\max_i|1-c\lambda_i|,
\]
because unitary factors leave the spectral norm unchanged. Lean writes the maximum as the norm of a function of `i`; it is zero for an empty matrix.

```lean
/-- For Hermitian `S` and real `c`, the spectral norm of `I - c S` is the largest
`|1 - c λ|` over the eigenvalues `λ` of `S`. -/
theorem norm_one_sub_smul {S : Matrix n n 𝕜} (hS : S.IsHermitian) (c : ℝ) :
    ‖1 - c • S‖ = ‖fun i => 1 - c * hS.eigenvalues i‖ := by
  have h := hS.spectral_theorem
  rw [Unitary.conjStarAlgAut_apply] at h
  have hU := Matrix.mem_unitaryGroup_iff.1 hS.eigenvectorUnitary.2
  have hd : Matrix.diagonal (fun i => ((1 - c * hS.eigenvalues i : ℝ) : 𝕜))
      = 1 - c • Matrix.diagonal (RCLike.ofReal ∘ hS.eigenvalues) := by
    ext i j
    by_cases hij : i = j
    · subst hij
      simp [RCLike.real_smul_eq_coe_mul]
    · simp [hij]
  -- the same unitary matrix diagonalizes `S` and `I - c S`
  have key : 1 - c • S = (hS.eigenvectorUnitary : Matrix n n 𝕜)
      * Matrix.diagonal (fun i => ((1 - c * hS.eigenvalues i : ℝ) : 𝕜))
      * star (hS.eigenvectorUnitary : Matrix n n 𝕜) := by
    rw [hd, mul_sub, sub_mul, mul_one, hU, mul_smul_comm, smul_mul_assoc, ← h]
  have hn : ∀ r : ℝ, ‖(r : 𝕜)‖₊ = ‖r‖₊ := fun r => NNReal.eq (RCLike.norm_ofReal r)
  rw [key, CStarRing.norm_mul_mem_unitary _ (Unitary.star_mem hS.eigenvectorUnitary.2),
    CStarRing.norm_mem_unitary_mul _ hS.eigenvectorUnitary.2, Matrix.l2_opNorm_diagonal]
  simp only [Pi.norm_def, hn]
```

With \(c=2/(a+b)\), the initial residual \(R_0=I-cS\) is Hermitian. A Hermitian matrix \(M\) satisfies \(\|M^2\|=\|M^\dagger M\|=\|M\|^2\), and repeating this \(k\) times gives
\[
\|R_k\|=\|R_0\|^{2^k}=\Bigl(\max_i\Bigl|1-\tfrac{2\lambda_i}{a+b}\Bigr|\Bigr)^{2^k}.
\]
This is an equality, so it serves for both upper and lower bounds.

```lean
/-- For Hermitian `S`, the spectral norm of the residual after `k` steps is the largest
`|1 - 2 λ / (a + b)|` over the eigenvalues `λ` of `S`, raised to the power `2 ^ k`. -/
theorem norm_residual {S : Matrix n n 𝕜} (hS : S.IsHermitian) (a b : ℝ) (k : ℕ) :
    ‖residual S a b k‖ = ‖fun i => 1 - 2 / (a + b) * hS.eigenvalues i‖ ^ (2 ^ k) := by
  have hsa : IsSelfAdjoint (1 - (2 / (a + b)) • S) := by
    rw [IsSelfAdjoint, Matrix.star_eq_conjTranspose]
    simp [Matrix.conjTranspose_smul, hS.eq]
  rw [residual, one_sub_mul_hotelling, mul_smul_comm, mul_one, ← norm_one_sub_smul hS]
  exact congrArg NNReal.toReal (hsa.nnnorm_pow_two_pow k)
```

## Spectral bounds give a contraction

Now assume \(0<a\le b\) and \(a\le\lambda_i\le b\) for every \(i\); the latter is the hypothesis `hspec`. Then \(-(b-a)\le a+b-2\lambda_i\le b-a\), so
\[
\Bigl|1-\frac{2\lambda_i}{a+b}\Bigr|=\frac{|a+b-2\lambda_i|}{a+b}\le\frac{b-a}{a+b},
\qquad
\|R_k\|\le\Bigl(\frac{b-a}{a+b}\Bigr)^{2^k}.
\]

```lean
/-- If the eigenvalues of the Hermitian matrix `S` lie in `[a, b]` with `0 < a ≤ b`, the
residual after `k` steps is at most `((b - a) / (a + b)) ^ (2 ^ k)` in spectral norm. -/
theorem norm_residual_le {S : Matrix n n 𝕜} (hS : S.IsHermitian) {a b : ℝ} (ha : 0 < a)
    (hab : a ≤ b) (hspec : ∀ i, hS.eigenvalues i ∈ Set.Icc a b) (k : ℕ) :
    ‖residual S a b k‖ ≤ ((b - a) / (a + b)) ^ (2 ^ k) := by
  have hp : 0 < a + b := by linarith
  have hr : 0 ≤ (b - a) / (a + b) := div_nonneg (by linarith) hp.le
  rw [norm_residual hS]
  refine pow_le_pow_left₀ (norm_nonneg _) ((pi_norm_le_iff_of_nonneg hr).2 fun i => ?_) _
  obtain ⟨h1, h2⟩ := hspec i
  have e : 1 - 2 / (a + b) * hS.eigenvalues i
      = (a + b - 2 * hS.eigenvalues i) / (a + b) := by
    field_simp
  rw [e, Real.norm_eq_abs, abs_div, abs_of_pos hp]
  exact div_le_div_of_nonneg_right (abs_le.2 ⟨by linarith, by linarith⟩) hp.le
```

The upper spectral bound matters. Take the \(1\times1\) matrix \(S=(3)\) with the wrong bounds \(a=b=1\). Then \(X_0=1\) and \(R_0=-2\), and the residual runs through \(-2,4,16,256,\dots\). In general the iteration diverges as soon as one eigenvalue exceeds \(a+b\).

## From the contraction factor to an exponential

For \(x\ge0\),
\[
\log(1+x)\ge\frac{2x}{x+2},
\]
since both sides vanish at \(x=0\) and the difference has derivative \(x^2/\bigl((1+x)(x+2)^2\bigr)\ge0\). For \(a<b\), put \(x=2a/(b-a)\). Then \(1+x=(a+b)/(b-a)\) and \(2x/(x+2)=2a/b\), so
\[
\log\frac{a+b}{b-a}\ge\frac{2a}{b},
\qquad\text{that is,}\qquad
\frac{b-a}{a+b}\le e^{-2a/b}.
\]
For \(a=b\) the left side is zero. The proof treats \(a=b\) separately and, for \(a<b\), takes the logarithmic inequality from Mathlib.

```lean
/-- For `0 < a ≤ b` the contraction factor `(b - a) / (a + b)` is at most
`exp (-2 a / b)`. -/
theorem contraction_le_exp {a b : ℝ} (ha : 0 < a) (hab : a ≤ b) :
    (b - a) / (a + b) ≤ Real.exp (-(2 * (a / b))) := by
  rcases hab.eq_or_lt with rfl | hlt
  · rw [sub_self, zero_div]
    positivity
  have hb : 0 < b := ha.trans hlt
  have hd : 0 < b - a := sub_pos.2 hlt
  have hne : b - a ≠ 0 := hd.ne'
  -- the bound `2 x / (x + 2) ≤ log (1 + x)` at `x = 2 a / (b - a)`
  have h1 := Real.le_log_one_add_of_nonneg (x := 2 * a / (b - a)) (by positivity)
  have e0 : 2 * a / (b - a) + 2 = 2 * b / (b - a) := by
    rw [eq_div_iff hne, add_mul, div_mul_cancel₀ _ hne]
    ring
  have e1 : 2 * (2 * a / (b - a)) / (2 * b / (b - a)) = 2 * (a / b) := by
    field_simp
  have e2 : 1 + 2 * a / (b - a) = (a + b) / (b - a) := by
    rw [eq_div_iff hne, add_mul, div_mul_cancel₀ _ hne]
    ring
  rw [e0, e1, e2] at h1
  have h2 := (Real.le_log_iff_exp_le (by positivity)).1 h1
  rw [Real.exp_neg, ← inv_div]
  exact inv_anti₀ (Real.exp_pos _) h2
```

Raising both sides to the power \(2^k\) gives the main bound,
\[
\|I-SX_k\|\le\exp\!\left(-2^{k+1}\frac ab\right).
\]
The `calc` block chains the last two results and collects the exponent. The bound concerns the residual, not the error of \(X_k\) as an approximation to \(S^{-1}\).

```lean
/-- If the eigenvalues of the Hermitian matrix `S` lie in `[a, b]` with `0 < a ≤ b`,
Hotelling's iteration from `(2 / (a + b)) I` has spectral residual
`‖I - S X_k‖ ≤ exp (-2 ^ (k + 1) a / b)`. -/
theorem norm_residual_le_exp {S : Matrix n n 𝕜} (hS : S.IsHermitian) {a b : ℝ}
    (ha : 0 < a) (hab : a ≤ b) (hspec : ∀ i, hS.eigenvalues i ∈ Set.Icc a b) (k : ℕ) :
    ‖residual S a b k‖ ≤ Real.exp (-(2 ^ (k + 1) * (a / b))) := by
  have hr : 0 ≤ (b - a) / (a + b) := div_nonneg (by linarith) (by linarith)
  calc ‖residual S a b k‖ ≤ ((b - a) / (a + b)) ^ (2 ^ k) :=
        norm_residual_le hS ha hab hspec k
    _ ≤ Real.exp (-(2 * (a / b))) ^ (2 ^ k) :=
        pow_le_pow_left₀ hr (contraction_le_exp ha hab) _
    _ = Real.exp (-(2 ^ (k + 1) * (a / b))) := by
        rw [← Real.exp_nat_mul]
        congr 1
        push_cast
        ring
```

## Enough steps for a given tolerance

Let \(0<\varepsilon<1\) be the tolerance. The exponential is at most \(\varepsilon\) when \(2^{k+1}a/b\ge\log(1/\varepsilon)\), which is the condition
\[
k+1\ge\log_2\!\left(\frac ba\log\frac1\varepsilon\right).
\]
The ratio \(b/a\) is the condition number of \(S\) when \(a\) and \(b\) are its extreme eigenvalues; for looser bounds it is an overestimate. In Lean, `Real.logb 2` is \(\log_2\).

```lean
/-- With the eigenvalues of the Hermitian matrix `S` in `[a, b]`, `0 < a ≤ b`, a tolerance
`0 < ε < 1` is met as soon as `k + 1 ≥ log₂ ((b / a) log (1 / ε))`. -/
theorem steps_sufficient {S : Matrix n n 𝕜} (hS : S.IsHermitian) {a b ε : ℝ}
    (ha : 0 < a) (hab : a ≤ b) (hspec : ∀ i, hS.eigenvalues i ∈ Set.Icc a b)
    (hε : 0 < ε) (hε1 : ε < 1) {k : ℕ}
    (hk : Real.logb 2 (b / a * Real.log (1 / ε)) ≤ (k + 1 : ℕ)) :
    ‖residual S a b k‖ ≤ ε := by
  have hb : 0 < b := ha.trans_le hab
  have hl : 0 < Real.log (1 / ε) := Real.log_pos ((one_lt_div hε).2 hε1)
  rw [Real.logb_le_iff_le_rpow one_lt_two (by positivity), Real.rpow_natCast] at hk
  have h := mul_le_mul_of_nonneg_right hk (div_pos ha hb).le
  have e : b / a * Real.log (1 / ε) * (a / b) = Real.log (1 / ε) := by
    field_simp
  rw [e, one_div, Real.log_inv] at h
  refine (norm_residual_le_exp hS ha hab hspec k).trans ?_
  rw [← Real.le_log_iff_exp_le hε]
  linarith
```

## Logarithmic growth is also necessary

Suppose that \(a\) is itself an eigenvalue, which is the hypothesis `hi`. The maximum in the residual formula is then at least \(1-\frac{2a}{a+b}=\frac{b-a}{a+b}\ge0\). Bernoulli's inequality and \(a+b\ge b\) give
\[
\|R_k\|\ge\Bigl(1-\frac{2a}{a+b}\Bigr)^{2^k}\ge1-2^k\,\frac{2a}{a+b}\ge1-2^{k+1}\frac ab.
\]
The other eigenvalues need not lie in \([a,b]\) here, since they can only raise the maximum.

```lean
/-- If `0 < a ≤ b` and `a` is an eigenvalue of the Hermitian matrix `S`, the spectral
residual after `k` steps is at least `1 - 2 ^ (k + 1) a / b`. -/
theorem le_norm_residual {S : Matrix n n 𝕜} (hS : S.IsHermitian) {a b : ℝ}
    (ha : 0 < a) (hab : a ≤ b) {i : n} (hi : hS.eigenvalues i = a) (k : ℕ) :
    1 - 2 ^ (k + 1) * (a / b) ≤ ‖residual S a b k‖ := by
  have hb : 0 < b := ha.trans_le hab
  have hq : a / (a + b) ≤ a / b := div_le_div_of_nonneg_left ha.le hb (by linarith)
  have hq1 : a / (a + b) ≤ 1 := (div_le_one (by linarith)).2 (by linarith)
  have e : 1 - 2 / (a + b) * a = 1 + -(2 * (a / (a + b))) := by ring
  have h0 : 0 ≤ 1 - 2 / (a + b) * a := by
    have e' : 1 - 2 / (a + b) * a = (b - a) / (a + b) := by
      field_simp
      ring
    rw [e']
    exact div_nonneg (by linarith) (by linarith)
  -- the eigenvalue `a` bounds the norm from below
  have h1 := norm_le_pi_norm (fun j => 1 - 2 / (a + b) * hS.eigenvalues j) i
  simp only [hi, Real.norm_of_nonneg h0] at h1
  -- Bernoulli's inequality
  have h2 := one_add_mul_le_pow (a := -(2 * (a / (a + b)))) (by linarith) (2 ^ k)
  rw [← e] at h2
  push_cast at h2
  have h3 := mul_le_mul_of_nonneg_left hq (by positivity : (0 : ℝ) ≤ 2 ^ (k + 1))
  rw [norm_residual hS]
  refine le_trans ?_ (h2.trans (pow_le_pow_left₀ h0 h1 _))
  rw [pow_succ] at h3 ⊢
  linarith
```

If the residual has reached \(\varepsilon<1\), then \(1-\varepsilon\le2^{k+1}a/b\). Multiplying by \(b/a\) and taking logarithms gives
\[
k+1\ge\log_2\!\left((1-\varepsilon)\frac ba\right).
\]
For \(a/b=10^{-6}\) and \(\varepsilon=10^{-10}\), at least 19 steps are needed, and 24 suffice.

```lean
/-- If `0 < a ≤ b` and `a` is an eigenvalue of the Hermitian matrix `S`, then reaching a
residual `ε < 1` takes a number of steps `k` with `k + 1 ≥ log₂ ((1 - ε) b / a)`. -/
theorem steps_necessary {S : Matrix n n 𝕜} (hS : S.IsHermitian) {a b ε : ℝ}
    (ha : 0 < a) (hab : a ≤ b) {i : n} (hi : hS.eigenvalues i = a) (hε1 : ε < 1)
    {k : ℕ} (hk : ‖residual S a b k‖ ≤ ε) :
    Real.logb 2 ((1 - ε) * (b / a)) ≤ (k + 1 : ℕ) := by
  have hb : 0 < b := ha.trans_le hab
  have hd : 0 < 1 - ε := sub_pos.2 hε1
  rw [Real.logb_le_iff_le_rpow one_lt_two (by positivity), Real.rpow_natCast]
  have h : 1 - ε ≤ 2 ^ (k + 1) * (a / b) := by
    linarith [le_norm_residual hS ha hab hi k]
  have h' := mul_le_mul_of_nonneg_right h (div_pos hb ha).le
  have e : (2 : ℝ) ^ (k + 1) * (a / b) * (b / a) = 2 ^ (k + 1) := by
    field_simp
  rwa [e] at h'

end

end HotellingInverse
```

```lean
#print axioms HotellingInverse.steps_sufficient
#print axioms HotellingInverse.steps_necessary
```

```
'HotellingInverse.steps_sufficient' depends on axioms: [propext, Classical.choice, Quot.sound]
'HotellingInverse.steps_necessary' depends on axioms: [propext, Classical.choice, Quot.sound]
```

## The step in an electronic-structure code

In a code with nonorthogonal local orbitals, the iteration can approximate \(S^{-1}\) with matrix products and additions. One pass of the loop reads

```
R = I - S @ X
if norm(R) <= eps: stop
X = X + X @ R
```

The last line is Hotelling's step, because \(X+X(I-SX)=X(2I-SX)\). Each full pass costs two matrix products. The Frobenius norm is a safe choice for `norm`, as it is never smaller than the spectral norm. For an \(N\times N\) matrix it can be larger by a factor of up to \(\sqrt N\), so a step count that guarantees this test is obtained by putting \(\varepsilon/\sqrt N\) in place of \(\varepsilon\) in the sufficient condition.

The largest absolute row sum of \(S\) is a valid \(b\). A positive lower bound \(a\) is harder to obtain, but a cautious one costs little: halving \(a\) raises the sufficient value of \(k+1\) by one. In exact arithmetic and without truncation, these bounds therefore give a step budget in advance. Rounding, and the dropping of small elements of \(X\) in linear-scaling codes, add errors that the bounds do not include. For an ill-conditioned \(S\) these errors can keep the residual above a tight tolerance, so a practical loop also needs a cap on the number of steps.
